# The T1 matrix of a Slater determinant is an orthogonal projector of trace $\binom N3+\binom{r-N}3$

Before I switch on the T1 condition in a variational two-particle density matrix calculation, I feed the routine that builds the T1 matrix the density matrices of a Slater determinant and diagonalise the output. With $N$ electrons in $r$ spin orbitals, and rows and columns labelled by triples $i<j<k$, I expect only the eigenvalues 0 and 1, with $\binom N3+\binom{r-N}3$ ones: one for each triple of occupied orbitals and one for each triple of empty ones. That is clear in the natural-orbital basis, but my test uses rotated orbitals, where the matrix is full. Can the claim be derived in an arbitrary orthonormal basis, with a proof that a machine has checked?

## Three-by-three determinants in an arbitrary basis

Yes. Let $g_{il}=\langle a_i^\dagger a_l\rangle$ be the one-particle density matrix of the determinant, so that $g^\dagger=g$, $g^2=g$ and $\operatorname{tr}g=N$. Put $h=1-g$, $G=g\otimes g\otimes g$ and $H=h\otimes h\otimes h$. The antisymmetriser is $A=\frac16\sum_\sigma \operatorname{sgn}(\sigma)P_\sigma$, where $P_\sigma$ permutes the three tensor factors. The T1 matrix, which the T1 condition requires to be positive semidefinite, has the elements $\langle a_{x_0}^\dagger a_{x_1}^\dagger a_{x_2}^\dagger a_{y_2}a_{y_1}a_{y_0}\rangle+\langle a_{y_2}a_{y_1}a_{y_0}a_{x_0}^\dagger a_{x_1}^\dagger a_{x_2}^\dagger\rangle$. For a determinant, Wick's theorem (assumed here, not proved in the Lean file) turns them into $\det[g_{x_iy_j}]+\det[h_{x_iy_j}]$, which by the formula below is $6T_{xy}$ with $T=(G+H)A$. Kept only for $x_0<x_1<x_2$ and $y_0<y_1<y_2$, these elements are those of $T$ in the orthonormal basis $\sqrt6\,A|x\rangle$ of the antisymmetric space, and $T$ vanishes on the orthogonal complement of that space. So it is enough to show that $T$ is an orthogonal projector with the stated trace.

From $P_\sigma^\dagger=P_{\sigma^{-1}}$ and $P_\sigma P_\tau=P_{\sigma\tau}$ we get $A^\dagger=A$ and $P_\sigma A=\operatorname{sgn}(\sigma)A$. Averaging the latter with signs gives $A^2=A$.

For orbital triples $x=(x_0,x_1,x_2)$ and $y=(y_0,y_1,y_2)$,
$$(GA)_{xy}=\frac16\sum_\sigma\operatorname{sgn}(\sigma)\prod_i g_{x_{\sigma(i)}y_i}=\frac16\det\left[g_{x_iy_j}\right].$$
Exchanging $x$ with $y$ and conjugating transposes the matrix inside the determinant, because $g$ is Hermitian. The value is unchanged, so $GA=(GA)^\dagger=AG$. The same holds for $H$.

Since $gh=hg=0$ and $h^2=h$, we have $GH=HG=0$, $G^2=G$ and $H^2=H$. Hence $S=G+H$ satisfies $S^2=S=S^\dagger$ and commutes with $A$, which gives
$$T^\dagger=AS=SA=T,\qquad T^2=SASA=S^2A^2=T.$$

For the trace, let $D_{ijk}$ be the determinant with $x=y=(i,j,k)$. In the sum over $k$, the two terms containing $g_{kk}$ give a factor $N$, and idempotency contracts the other four:
$$\sum_k D_{ijk}=(N-2)(g_{ii}g_{jj}-g_{ij}g_{ji}),\qquad \sum_j(g_{ii}g_{jj}-g_{ij}g_{ji})=(N-1)g_{ii}.$$
The last sum gives $N$, so $\operatorname{tr}GA=\frac16N(N-1)(N-2)=\binom N3$. Moreover $h_{ii}=\sum_k|h_{ik}|^2\ge0$, so $\operatorname{tr}h=r-N$ is a non-negative integer, and the same calculation gives $\operatorname{tr}HA=\binom{r-N}3$.

## What the Lean theorem says

The main theorem, `t1_projector`, takes a complex matrix `g` over a finite orbital set `n`, with hypotheses `hg` (Hermitian), `hg2` (idempotent) and `ht` (trace equal to the natural number `N`). It concludes that `t1 g` is Hermitian, squares to itself and has the stated trace, with $r$ written as `Fintype.card n`.

An operator in `Op3 n` is a matrix indexed by functions `Fin 3 → n`, that is, by all ordered triples, repetitions included. `triple` is the tensor product, `exchange σ` is $P_\sigma$ and `antisym` is $A$ with its factor $\frac16$. The subtraction `Fintype.card n - N` would be cut off at zero for natural numbers, but `particles_le_orbitals` proves $N\le r$.

There is no Fock space in the file: a determinant enters only through its idempotent $g$, and correlated states, whose $g$ is not idempotent, are not covered.

```lean
import Mathlib

open Matrix

namespace T1Determinant

noncomputable section

variable {n : Type*} [Fintype n] [DecidableEq n]

/-- Operators on three distinguishable particles with one-particle basis `n`. -/
abbrev Op3 (n : Type*) := Matrix (Fin 3 → n) (Fin 3 → n) ℂ

/-- The tensor product `a ⊗ b ⊗ c` of three one-particle operators. -/
def triple (a b c : Matrix n n ℂ) : Op3 n :=
  Matrix.of fun x y => a (x 0) (y 0) * b (x 1) (y 1) * c (x 2) (y 2)

/-- The operator that permutes the three particles by `σ`. -/
def exchange (σ : Equiv.Perm (Fin 3)) : Op3 n :=
  Matrix.of fun x y => if x ∘ σ = y then 1 else 0

/-- The antisymmetriser: the signed average of the six particle permutations. -/
def antisym : Op3 n :=
  (1 / 6 : ℂ) • ∑ σ : Equiv.Perm (Fin 3), ((Equiv.Perm.sign σ : ℤ) : ℂ) • exchange σ

/-- The T1 operator of a determinant with one-particle density matrix `g`:
three particles or three holes, antisymmetrised. -/
def t1 (g : Matrix n n ℂ) : Op3 n :=
  (triple g g g + triple (1 - g) (1 - g) (1 - g)) * antisym

omit [DecidableEq n] in
/-- A sum over three-particle configurations is a triple sum over orbitals. -/
theorem sum_triple (f : n → n → n → ℂ) :
    ∑ x : Fin 3 → n, f (x 0) (x 1) (x 2) = ∑ i, ∑ j, ∑ k, f i j k := by
  let e : (Fin 3 → n) ≃ n × n × n :=
    { toFun := fun x => (x 0, x 1, x 2)
      invFun := fun p => ![p.1, p.2.1, p.2.2]
      left_inv := fun x => by funext i; fin_cases i <;> rfl
      right_inv := fun _ => rfl }
  have h : ∑ x : Fin 3 → n, f (x 0) (x 1) (x 2) = ∑ p : n × n × n, f p.1 p.2.1 p.2.2 :=
    Fintype.sum_equiv e _ _ fun _ => rfl
  rw [h, Fintype.sum_prod_type]
  exact Finset.sum_congr rfl fun i _ => Fintype.sum_prod_type _

omit [DecidableEq n] in
/-- Tensor products of one-particle operators multiply factor by factor. -/
theorem triple_mul (a b c a' b' c' : Matrix n n ℂ) :
    triple a b c * triple a' b' c' = triple (a * a') (b * b') (c * c') := by
  ext x y
  refine (sum_triple fun i j k => a (x 0) i * b (x 1) j * c (x 2) k *
    (a' i (y 0) * b' j (y 1) * c' k (y 2))).trans ?_
  simp only [triple, Matrix.of_apply, Matrix.mul_apply]
  rw [Finset.sum_mul_sum, Finset.sum_mul]
  refine Finset.sum_congr rfl fun i _ => ?_
  rw [Finset.sum_mul_sum]
  refine Finset.sum_congr rfl fun j _ => Finset.sum_congr rfl fun k _ => ?_
  ring

/-- The antisymmetriser is an orthogonal projector. -/
theorem antisym_projector :
    (antisym : Op3 n).IsHermitian ∧ (antisym : Op3 n) * antisym = antisym := by
  have hs : ∀ σ : Equiv.Perm (Fin 3),
      ((Equiv.Perm.sign σ : ℤ) : ℂ) * ((Equiv.Perm.sign σ : ℤ) : ℂ) = 1 := fun σ => by
    rcases Int.units_eq_one_or (Equiv.Perm.sign σ) with h | h <;> simp [h]
  constructor
  · -- the adjoint of a permutation is its inverse, which has the same sign
    have hP : ∀ σ : Equiv.Perm (Fin 3), (exchange σ : Op3 n)ᴴ = exchange σ⁻¹ := fun σ => by
      ext x y
      have h : (y ∘ σ = x) ↔ (x ∘ ⇑σ⁻¹ = y) := by
        constructor
        · rintro rfl
          funext i
          simp
        · rintro rfl
          funext i
          simp
      simp only [Matrix.conjTranspose_apply, exchange, Matrix.of_apply, h]
      split_ifs <;> simp
    have h6 : star (1 / 6 : ℂ) = 1 / 6 := by simp
    unfold Matrix.IsHermitian antisym
    rw [Matrix.conjTranspose_smul, Matrix.conjTranspose_sum, h6]
    congr 1
    refine Fintype.sum_equiv (Equiv.inv _) _ _ fun σ => ?_
    rw [Matrix.conjTranspose_smul, hP]
    simp
  · have hP : ∀ σ τ : Equiv.Perm (Fin 3),
        (exchange σ : Op3 n) * exchange τ = exchange (σ * τ) := fun σ τ => by
      ext x y
      rw [Matrix.mul_apply, Finset.sum_eq_single (x ∘ σ)]
      · have h : (exchange σ : Op3 n) x (x ∘ σ) = 1 := by simp [exchange]
        rw [h, one_mul]
        rfl
      · intro z _ hz
        have h : (exchange σ : Op3 n) x z = 0 := by
          simp only [exchange, Matrix.of_apply]
          exact if_neg fun h => hz h.symm
        rw [h, zero_mul]
      · simp
    -- a permutation acts on the antisymmetriser by its sign
    have hA : ∀ σ : Equiv.Perm (Fin 3), (exchange σ : Op3 n) * antisym =
        ((Equiv.Perm.sign σ : ℤ) : ℂ) • antisym := fun σ => by
      unfold antisym
      rw [Matrix.mul_smul, Finset.mul_sum, smul_comm]
      congr 1
      rw [Finset.smul_sum]
      refine Fintype.sum_equiv (Equiv.mulLeft σ) _ _ fun τ => ?_
      rw [Matrix.mul_smul, hP, smul_smul]
      simp only [Equiv.coe_mulLeft, Equiv.Perm.sign_mul, Units.val_mul, Int.cast_mul]
      rw [← mul_assoc, hs, one_mul]
    have hB : ∀ B : Op3 n, antisym * B = (1 / 6 : ℂ) •
        ∑ σ : Equiv.Perm (Fin 3), ((Equiv.Perm.sign σ : ℤ) : ℂ) • (exchange σ * B) := by
      intro B
      simp only [antisym, Matrix.smul_mul, Finset.sum_mul]
    rw [hB]
    simp only [hA, smul_smul, hs, one_smul]
    rw [Finset.sum_const, Finset.card_univ, Fintype.card_perm, Fintype.card_fin,
      ← Nat.cast_smul_eq_nsmul ℂ, smul_smul]
    norm_num [Nat.factorial]

/-- The matrix elements of `(g ⊗ g ⊗ g) A` are one sixth of the 3 × 3 determinants
of elements of `g`. -/
theorem triple_mul_antisym_apply (g : Matrix n n ℂ) (x y : Fin 3 → n) :
    (triple g g g * antisym : Op3 n) x y =
      (1 / 6 : ℂ) * (Matrix.of fun i j => g (x i) (y j)).det := by
  have key : ∀ σ : Equiv.Perm (Fin 3),
      (triple g g g * exchange σ : Op3 n) x y = ∏ i, g (x (σ i)) (y i) := fun σ => by
    rw [Matrix.mul_apply, Finset.sum_eq_single (y ∘ σ.symm)]
    · have h : (exchange σ : Op3 n) (y ∘ σ.symm) y = 1 := by
        simp [exchange, Function.comp_assoc]
      rw [h, mul_one, ← Equiv.prod_comp σ.symm (fun i => g (x (σ i)) (y i))]
      simp [triple, Fin.prod_univ_three]
    · intro z _ hz
      have h : (exchange σ : Op3 n) z y = 0 := by
        simp only [exchange, Matrix.of_apply]
        exact if_neg fun h => hz ((Equiv.eq_comp_symm σ z y).2 h)
      rw [h, mul_zero]
    · simp
  unfold antisym
  rw [Matrix.mul_smul, Matrix.smul_apply, smul_eq_mul, Finset.mul_sum, Matrix.sum_apply,
    Matrix.det_apply']
  congr 1
  refine Finset.sum_congr rfl fun σ _ => ?_
  rw [Matrix.mul_smul, Matrix.smul_apply, smul_eq_mul]
  exact congrArg _ (key σ)

/-- For Hermitian `g` the operator `g ⊗ g ⊗ g` is Hermitian and commutes with the
antisymmetriser. -/
theorem triple_hermitian_comm (g : Matrix n n ℂ) (hg : g.IsHermitian) :
    (triple g g g)ᴴ = triple g g g ∧ triple g g g * antisym = antisym * triple g g g := by
  have h1 : (triple g g g)ᴴ = triple g g g := by
    ext x y
    simp only [triple, Matrix.conjTranspose_apply, Matrix.of_apply, star_mul', hg.apply]
  refine ⟨h1, ?_⟩
  -- the determinant formula shows that the product is its own adjoint
  have h2 : (triple g g g * antisym)ᴴ = triple g g g * antisym := by
    ext x y
    have h6 : star (1 / 6 : ℂ) = 1 / 6 := by simp
    rw [Matrix.conjTranspose_apply, triple_mul_antisym_apply g y x,
      triple_mul_antisym_apply g x y]
    simp only [Matrix.det_fin_three, Matrix.of_apply, star_mul', star_add, star_sub,
      hg.apply, h6]
    ring
  rw [← h2, Matrix.conjTranspose_mul, h1, antisym_projector.1.eq]

/-- For an idempotent `g` of trace `N`, the trace of `(g ⊗ g ⊗ g) A` is the number of
triples chosen from `N` orbitals. -/
theorem trace_triple (g : Matrix n n ℂ) (hg : g * g = g) (N : ℕ) (ht : g.trace = N) :
    (triple g g g * antisym).trace = (N.choose 3 : ℂ) := by
  have hm : ∀ i j, ∑ k, g i k * g k j = g i j := fun i j => by
    rw [← Matrix.mul_apply, hg]
  have hs : ∑ k, g k k = (N : ℂ) := ht
  let D : n → n → n → ℂ := fun i j k =>
    g i i * g j j * g k k - g i i * g j k * g k j - g i j * g j i * g k k
      + g i j * g j k * g k i + g i k * g j i * g k j - g i k * g j j * g k i
  -- summing out one particle at a time
  have h3 : ∀ i j, ∑ k, D i j k = ((N : ℂ) - 2) * (g i i * g j j - g i j * g j i) := by
    intro i j
    have h : ∀ k, D i j k = g i i * g j j * g k k - g i i * (g j k * g k j)
        - g i j * g j i * g k k + g i j * (g j k * g k i) + g j i * (g i k * g k j)
        - g j j * (g i k * g k i) := fun k => by simp only [D]; ring
    simp only [h, Finset.sum_add_distrib, Finset.sum_sub_distrib, ← Finset.mul_sum, hm, hs]
    ring
  have h2 : ∀ i, ∑ j, (g i i * g j j - g i j * g j i) = ((N : ℂ) - 1) * g i i := by
    intro i
    simp only [Finset.sum_sub_distrib, ← Finset.mul_sum, hm, hs]
    ring
  have hc : ∀ m : ℕ, (m.choose 3 : ℂ) = 1 / 6 * (((m : ℂ) - 2) * (((m : ℂ) - 1) * m)) := by
    intro m
    induction m with
    | zero => simp
    | succ m ih =>
      have h : (m + 1).choose 3 = m.choose 2 + m.choose 3 := Nat.choose_succ_succ' m 2
      rw [h, Nat.cast_add, ih, Nat.cast_choose_two]
      push_cast
      ring
  calc (triple g g g * antisym).trace
      = ∑ x : Fin 3 → n, (1 / 6 : ℂ) * D (x 0) (x 1) (x 2) :=
        Finset.sum_congr rfl fun x _ => (triple_mul_antisym_apply g x x).trans
          (congrArg (fun z => (1 / 6 : ℂ) * z) (Matrix.det_fin_three _))
    _ = ∑ i, ∑ j, ∑ k, (1 / 6 : ℂ) * D i j k := sum_triple fun i j k => 1 / 6 * D i j k
    _ = 1 / 6 * (((N : ℂ) - 2) * (((N : ℂ) - 1) * N)) := by
        simp only [← Finset.mul_sum, h3, h2, hs]
    _ = (N.choose 3 : ℂ) := (hc N).symm

/-- A Hermitian projector of trace `N` has at least `N` orbitals to act on. -/
theorem particles_le_orbitals (g : Matrix n n ℂ) (hg : g.IsHermitian) (hg2 : g * g = g)
    (N : ℕ) (ht : g.trace = N) : N ≤ Fintype.card n := by
  have hH : (1 - g).IsHermitian := Matrix.isHermitian_one.sub hg
  have hI : (1 - g) * (1 - g) = 1 - g := by
    linear_combination (norm := noncomm_ring) hg2
  -- each hole occupation is a sum of squared moduli
  have hpos : ∀ i, 0 ≤ ((1 - g) i i).re := fun i => by
    rw [← hI, Matrix.mul_apply, Complex.re_sum]
    refine Finset.sum_nonneg fun k _ => ?_
    rw [← hH.apply k i, Complex.star_def, Complex.mul_conj, Complex.ofReal_re]
    exact Complex.normSq_nonneg _
  have h0 : 0 ≤ ((1 - g).trace).re := by
    simp only [Matrix.trace, Matrix.diag_apply, Complex.re_sum]
    exact Finset.sum_nonneg fun i _ => hpos i
  rw [Matrix.trace_sub, Matrix.trace_one, ht, Complex.sub_re, Complex.natCast_re,
    Complex.natCast_re] at h0
  exact_mod_cast sub_nonneg.mp h0

/-- In the T1 operator the triple product of `g` cancels, leaving only terms with
at most two factors of `g`. -/
theorem t1_expansion (g : Matrix n n ℂ) :
    t1 g = (triple 1 1 1 - (triple g 1 1 + triple 1 g 1 + triple 1 1 g)
      + (triple g g 1 + triple g 1 g + triple 1 g g)) * antisym := by
  unfold t1
  congr 1
  ext x y
  simp only [triple, Matrix.of_apply, Matrix.add_apply, Matrix.sub_apply]
  ring

/-- For a Hermitian projector `g` of trace `N` on `r` orbitals, the T1 operator is an
orthogonal projector of trace `C(N,3) + C(r-N,3)`. -/
theorem t1_projector (g : Matrix n n ℂ) (hg : g.IsHermitian) (hg2 : g * g = g)
    (N : ℕ) (ht : g.trace = N) :
    (t1 g).IsHermitian ∧ t1 g * t1 g = t1 g ∧
      (t1 g).trace = (N.choose 3 : ℂ) + ((Fintype.card n - N).choose 3 : ℂ) := by
  have hH : (1 - g).IsHermitian := Matrix.isHermitian_one.sub hg
  have hI : (1 - g) * (1 - g) = 1 - g := by
    linear_combination (norm := noncomm_ring) hg2
  have hgh : g * (1 - g) = 0 := by rw [mul_sub, mul_one, hg2, sub_self]
  have hhg : (1 - g) * g = 0 := by rw [sub_mul, one_mul, hg2, sub_self]
  have hz : triple (0 : Matrix n n ℂ) 0 0 = 0 := by ext x y; simp [triple]
  obtain ⟨g1, g2⟩ := triple_hermitian_comm g hg
  obtain ⟨h1, h2⟩ := triple_hermitian_comm (1 - g) hH
  obtain ⟨a1, a2⟩ := antisym_projector (n := n)
  have hc : (triple g g g + triple (1 - g) (1 - g) (1 - g)) * antisym =
      antisym * (triple g g g + triple (1 - g) (1 - g) (1 - g)) := by
    rw [add_mul, mul_add, g2, h2]
  -- the sum of the particle and hole triple products is idempotent
  have hS : (triple g g g + triple (1 - g) (1 - g) (1 - g)) *
      (triple g g g + triple (1 - g) (1 - g) (1 - g)) =
      triple g g g + triple (1 - g) (1 - g) (1 - g) := by
    rw [add_mul, mul_add, mul_add, triple_mul, triple_mul, triple_mul, triple_mul,
      hg2, hI, hgh, hhg, hz, add_zero, zero_add]
  refine ⟨?_, ?_, ?_⟩
  · unfold Matrix.IsHermitian t1
    rw [Matrix.conjTranspose_mul, Matrix.conjTranspose_add, g1, h1, a1.eq, hc]
  · unfold t1
    generalize triple g g g + triple (1 - g) (1 - g) (1 - g) = S at hc hS
    calc S * antisym * (S * antisym) = S * (antisym * S) * antisym := by
          simp only [mul_assoc]
      _ = (S * S) * (antisym * antisym) := by rw [← hc]; simp only [mul_assoc]
      _ = S * antisym := by rw [hS, a2]
  · have hle := particles_le_orbitals g hg hg2 N ht
    have hth : (1 - g).trace = ((Fintype.card n - N : ℕ) : ℂ) := by
      rw [Matrix.trace_sub, Matrix.trace_one, ht, Nat.cast_sub hle]
    unfold t1
    rw [add_mul, Matrix.trace_add, trace_triple g hg2 N ht, trace_triple (1 - g) hI _ hth]

/-- Filling three of seven orbitals gives a Hermitian projector of trace three. -/
theorem t1_projector_witness :
    (Matrix.diagonal ![1, 1, 1, 0, 0, 0, 0] : Matrix (Fin 7) (Fin 7) ℂ).IsHermitian ∧
    (Matrix.diagonal ![1, 1, 1, 0, 0, 0, 0] : Matrix (Fin 7) (Fin 7) ℂ) *
      Matrix.diagonal ![1, 1, 1, 0, 0, 0, 0] = Matrix.diagonal ![1, 1, 1, 0, 0, 0, 0] ∧
    (Matrix.diagonal ![1, 1, 1, 0, 0, 0, 0] : Matrix (Fin 7) (Fin 7) ℂ).trace
      = ((3 : ℕ) : ℂ) := by
  refine ⟨?_, ?_, ?_⟩
  · unfold Matrix.IsHermitian
    rw [Matrix.diagonal_conjTranspose]
    congr 1
    funext i
    fin_cases i <;> simp
  · rw [Matrix.diagonal_mul_diagonal]
    congr 1
    funext i
    fin_cases i <;> simp
  · rw [Matrix.trace_diagonal]
    simp [Fin.sum_univ_succ]
    try norm_num

end

end T1Determinant
```

```lean
#print axioms T1Determinant.t1_expansion
#print axioms T1Determinant.t1_projector
```

```
'T1Determinant.t1_expansion' depends on axioms: [propext, Classical.choice, Quot.sound]
'T1Determinant.t1_projector' depends on axioms: [propext, Classical.choice, Quot.sound]
```

## How the proof runs

`sum_triple` turns a sum over configurations into three orbital sums, and `triple_mul` uses it to multiply tensor products factor by factor. `antisym_projector` reindexes the permutation sum, by inversion for the adjoint and by left multiplication for $P_\sigma A=\operatorname{sgn}(\sigma)A$.

The proof turns on Mathlib's `Matrix.det_apply'`, which writes a determinant as a signed sum over permutations of products of entries `M (σ i) i`. In `triple_mul_antisym_apply`, the auxiliary statement `key` brings each term of $GA$ into exactly this shape, so the two sums agree term by term. The formula then serves twice. `triple_hermitian_comm` expands it with `Matrix.det_fin_three` and lets `ring` confirm that $GA$ is its own adjoint, which yields commutation with $A$. `trace_triple` sums the same six terms, with `h3` and `h2` supplying the factors $N-2$ and $N-1$; it needs idempotency but not Hermiticity.

In `t1_projector`, `hS` is $S^2=S$, `hc` is $SA=AS$, and the `calc` block is the chain for $T^2$. The trace follows from applying `trace_triple` to $g$ and to $1-g$.

`t1_expansion` shows, for any matrix $g$, that the product $g\otimes g\otimes g$ cancels between $G$ and $H$, leaving at most two factors of $g$. This is the determinant's version of the cancellation that lets the T1 condition be imposed on one- and two-particle density matrices alone.

## The check in a program

Take $N$ orthonormal columns $C$, preferably from a random unitary so that sign errors show up off the diagonal (a real one if the routine assumes real orbitals, and one that does not mix spins if it works in spin blocks), and form $g=\bar C C^{T}$. Pass $g$ and the two-particle matrix $\langle a_i^\dagger a_j^\dagger a_m a_l\rangle=g_{il}g_{jm}-g_{im}g_{jl}$ to the T1 routine, in the normalisation that it expects.

If the routine stores
$$\langle a_i^\dagger a_j^\dagger a_k^\dagger a_n a_m a_l\rangle+\langle a_n a_m a_l a_i^\dagger a_j^\dagger a_k^\dagger\rangle$$
for $i<j<k$ and $l<m<n$, the eigenvalues should be 0 and 1. If it stores all ordered triples, the matrix is $6T$ and the non-zero eigenvalue is 6.

`t1_projector_witness` supplies a small case that meets the hypotheses, three filled orbitals out of seven. The trace of $T$ is then $\binom33+\binom43=5$, so five of the 35 eigenvalues in the $i<j<k$ storage are 1.
